# An Arrhenius tangent overestimates the rate of a Vogel–Fulcher–Tammann liquid at every other temperature above $T_0$

## The rate law and two ways to read an energy from it

Temperatures are real numbers on an absolute scale, and energies are given in temperature units, so the Boltzmann constant is one. A rate $u$ is a positive number, measured in some fixed unit so that its logarithm makes sense. It stands for the kinetic factor of a process in a supercooled liquid, such as the atomic mobility that enters crystal growth in a phase-change memory cell.

```lean
import Mathlib

open Filter Topology

namespace FragileLiquid

noncomputable section
```

The liquid is described by three real parameters $c$, $B$ and $T_0$ through

$$u(T) = \exp\!\left(c - \frac{B}{T - T_0}\right), \qquad T > T_0 .$$

This is the Vogel–Fulcher–Tammann form, postulated here and not derived from a microscopic model. A liquid with this rate law, $B > 0$ and $T_0 > 0$ is called a fragile liquid below; for $T_0 = 0$ the law is the Arrhenius law. The number $c$ is the logarithm of the high-temperature prefactor, and $B$ sets the energy scale of the slowing down. For $B > 0$ the rate falls to zero as $T$ approaches $T_0$ from above, so $T_0$ marks where the extrapolated liquid would stop moving. A real liquid usually drops out of equilibrium at a higher temperature, and the law is meant for the equilibrated liquid only.

```lean
/-- The rate `u(T) = exp (c - B / (T - T0))` of a fragile liquid, for temperatures `T > T0`. -/
def rate (c B T0 T : ℝ) : ℝ := Real.exp (c - B / (T - T0))
```

In Lean `rate c B T0` is a function on all real numbers. The restriction $T > T_0$ and the signs of $B$ and $T_0$ are hypotheses of the individual theorems.

For a rate of the Arrhenius form $A e^{-E/T}$, a plot of $\ln u$ against $x = 1/T$ is a straight line of slope $-E$. For any other rate the local slope defines an apparent activation energy,

$$E(T) = -\frac{d \ln u}{d(1/T)} = -\left.\frac{d}{dx}\ln u(1/x)\right|_{x = 1/T} .$$

```lean
/-- The apparent activation energy `-d ln u / d(1/T)` of a rate `u` at temperature `T ≠ 0`,
in units where the Boltzmann constant is one. -/
def apparentEnergy (u : ℝ → ℝ) (T : ℝ) : ℝ :=
  -deriv (fun x : ℝ => Real.log (u x⁻¹)) T⁻¹
```

The definition accepts any function `u` and takes a true derivative in the variable $x$, evaluated at `T⁻¹`. The closed form for the fragile liquid is therefore something to prove. To convert $E$ to electronvolts, multiply by the Boltzmann constant in electronvolts per kelvin.

The Arrhenius law that agrees with $u$ in value and in apparent energy at a reference temperature $T_1$ is

$$A_{T_1}(T) = u(T_1)\, \exp\!\left[-E(T_1)\left(\frac1T - \frac1{T_1}\right)\right] .$$

On the plot of $\ln u$ against $1/T$ it is the tangent line at $1/T_1$.

```lean
/-- The Arrhenius law with the value and the apparent activation energy of `u` at `T1`,
evaluated at `T`, for nonzero `T` and `T1`. -/
def arrheniusExtrapolation (u : ℝ → ℝ) (T1 T : ℝ) : ℝ :=
  u T1 * Real.exp (-apparentEnergy u T1 * (T⁻¹ - T1⁻¹))
```

An experiment at two temperatures gives a chord and not a tangent. Its slope defines the two-point energy

$$E_{12} = -\frac{\ln u(T_2) - \ln u(T_1)}{1/T_2 - 1/T_1} .$$

```lean
/-- The activation energy read off from the rates at two distinct nonzero temperatures. -/
def twoPointEnergy (u : ℝ → ℝ) (T1 T2 : ℝ) : ℝ :=
  -(Real.log (u T2) - Real.log (u T1)) / (T2⁻¹ - T1⁻¹)
```

## The apparent energy in closed form

Write $\ln u = c - B/g$ with $g(x) = 1/x - T_0$. Then $g'(x) = -1/x^2$, which equals $-T^2$ at $x = 1/T$, and the chain rule gives

$$\frac{d \ln u}{dx} = \frac{B\, g'(x)}{g(x)^2} = -\frac{B T^2}{(T - T_0)^2} .$$

```lean
/-- The slope of `ln u` against inverse temperature is `-B T² / (T - T0)²`. -/
theorem hasDerivAt_log_rate (c B : ℝ) {T0 T : ℝ} (hT : T ≠ 0) (h : T ≠ T0) :
    HasDerivAt (fun x : ℝ => Real.log (rate c B T0 x⁻¹))
      (-(B * T ^ 2 / (T - T0) ^ 2)) T⁻¹ := by
  simp only [rate, Real.log_exp]
  have h1 : HasDerivAt (fun x : ℝ => x⁻¹ - T0) (-((T⁻¹) ^ 2)⁻¹) T⁻¹ :=
    (hasDerivAt_inv (inv_ne_zero hT)).sub_const T0
  have hne : (T⁻¹)⁻¹ - T0 ≠ 0 := by
    rw [inv_inv]
    exact sub_ne_zero.mpr h
  -- chain rule through `T = 1/x`
  have h2 := ((hasDerivAt_const T⁻¹ B).fun_div h1 hne).const_sub c
  refine h2.congr_deriv ?_
  simp only [inv_pow, inv_inv]
  ring
```

`HasDerivAt` says that the derivative exists at `T⁻¹` and has the stated value. The only requirements are $T \neq 0$ and $T \neq T_0$. In the proof, `h1` differentiates $g$, `hne` records that $g$ does not vanish at the point, and `h2` differentiates $c - B/g$ as a constant minus a quotient. The last lines bring the result to the form above.

Changing the sign gives the apparent energy,

$$E(T) = \frac{B T^2}{(T - T_0)^2} .$$

```lean
/-- The apparent activation energy of a fragile liquid is `B T² / (T - T0)²`. -/
theorem apparentEnergy_rate (c B : ℝ) {T0 T : ℝ} (hT : T ≠ 0) (h : T ≠ T0) :
    apparentEnergy (rate c B T0) T = B * T ^ 2 / (T - T0) ^ 2 := by
  rw [apparentEnergy, (hasDerivAt_log_rate c B hT h).deriv, neg_neg]
```

In Lean, `deriv` returns zero where a function is not differentiable. Here `hasDerivAt_log_rate` guarantees that the derivative exists, so the apparent energy is minus a true slope.

In a numerical calculation this formula checks a finite-difference routine: tabulate $\ln u$ on a fine grid in $1/T$, difference it, and compare. With the illustrative values $B = 2000$ K and $T_0 = 300$ K, the energy is $8000$ K at $600$ K and $32000$ K at $400$ K. One liquid with one set of parameters thus shows two activation energies that differ by a factor of four.

## The energy falls with temperature and levels off at $B$

Let $T_0 < T < S$ with $B > 0$ and $T_0 > 0$. The energy is $B$ times the square of the ratio $T/(T - T_0)$, so it is enough to compare the ratios. Multiplying out the positive denominators,

$$\frac{S}{S - T_0} < \frac{T}{T - T_0}
\iff S(T - T_0) < T(S - T_0)
\iff 0 < T_0 (S - T) ,$$

and the last inequality holds. Both ratios are positive, so squaring keeps the order, and so does multiplying by $B$.

```lean
/-- Above `T0` the apparent activation energy strictly decreases with temperature. -/
theorem apparentEnergy_strictAntiOn (c : ℝ) {B T0 : ℝ} (hB : 0 < B) (h0 : 0 < T0) :
    StrictAntiOn (apparentEnergy (rate c B T0)) (Set.Ioi T0) := by
  intro T hT S hS hTS
  have hT' : T0 < T := hT
  have hS' : T0 < S := hS
  have pT : 0 < T - T0 := sub_pos.mpr hT'
  have pS : 0 < S - T0 := sub_pos.mpr hS'
  have qS : 0 < S := h0.trans hS'
  rw [apparentEnergy_rate c B (h0.trans hT').ne' hT'.ne',
    apparentEnergy_rate c B qS.ne' hS'.ne']
  -- the ratio `T / (T - T0)` decreases, and the energy is `B` times its square
  have hr : S / (S - T0) < T / (T - T0) := by
    rw [div_lt_div_iff₀ pS pT]
    nlinarith [mul_pos h0 (sub_pos.mpr hTS)]
  have hsq : (S / (S - T0)) ^ 2 < (T / (T - T0)) ^ 2 :=
    pow_lt_pow_left₀ hr (div_pos qS pS).le two_ne_zero
  rw [mul_div_assoc, mul_div_assoc, ← div_pow, ← div_pow]
  exact mul_lt_mul_of_pos_left hsq hB
```

`StrictAntiOn` on `Set.Ioi T0` means strictly decreasing on the open half-line $T > T_0$. The step `hr` is the comparison of ratios, with `nlinarith` given the product $T_0(S - T) > 0$, and `hsq` is the squaring.

The hypothesis $T_0 > 0$ is needed. With $T_0 = 0$ and $B = 1$ the rate is $e^{c - 1/T}$, an ordinary Arrhenius law, and $E(T) = 1$ at every positive temperature, so nothing decreases.

At high temperature the offset $T_0$ loses its influence. Writing the ratio as one plus a remainder,

$$E(T) = B\left(1 + \frac{T_0}{T - T_0}\right)^2 \longrightarrow B \qquad (T \to \infty) .$$

```lean
/-- At high temperature the apparent activation energy tends to `B`. -/
theorem apparentEnergy_tendsto (c B T0 : ℝ) :
    Tendsto (apparentEnergy (rate c B T0)) atTop (𝓝 B) := by
  have h1 : Tendsto (fun T : ℝ => T - T0) atTop atTop := by
    simpa only [sub_eq_add_neg, id] using
      tendsto_atTop_add_const_right atTop (-T0) (tendsto_id (α := ℝ) (x := atTop))
  have h2 : Tendsto (fun T : ℝ => B * (1 + T0 / (T - T0)) ^ 2) atTop (𝓝 B) := by
    have h3 := (((h1.const_div_atTop T0).const_add 1).pow 2).const_mul B
    simpa using h3
  refine h2.congr' ?_
  filter_upwards [eventually_gt_atTop 0, eventually_gt_atTop T0] with T hT hT0
  have hne : T - T0 ≠ 0 := (sub_pos.mpr hT0).ne'
  rw [apparentEnergy_rate c B hT.ne' hT0.ne']
  field_simp
  ring
```

The proof first takes the limit of the expression on the right (`h2`). It then replaces that expression by the apparent energy, which equals it once $T$ exceeds both $0$ and $T_0$. No sign condition on the parameters is required. For $B, T_0 > 0$ the two results together say that the energy comes down towards $B$ as the liquid is heated, so $B$ is the high-temperature limit of the activation energy, which stays above $B$ at every finite temperature $T > T_0$.

## How far the tangent misses

Take $T$ and $T_1$ both above $T_0 > 0$. Inserting $E(T_1)$ into the logarithm of the Arrhenius law and subtracting $\ln u(T)$,

$$\ln A_{T_1}(T) - \ln u(T)
= \frac{B}{T - T_0} - \frac{B}{T_1 - T_0} - \frac{B T_1^2}{(T_1 - T_0)^2}\cdot\frac{T_1 - T}{T\,T_1} .$$

The first two terms combine to $B(T_1 - T)/[(T - T_0)(T_1 - T_0)]$. Over a common denominator this becomes

$$\frac{B (T_1 - T)\,\bigl[\,T(T_1 - T_0) - T_1(T - T_0)\,\bigr]}{T (T - T_0)(T_1 - T_0)^2} .$$

The square bracket equals $T_0(T_1 - T)$, hence

$$\ln A_{T_1}(T) - \ln u(T) = \frac{B\,T_0\,(T - T_1)^2}{T\,(T - T_0)\,(T_1 - T_0)^2} .$$

```lean
/-- The logarithm of the Arrhenius law tangent at `T1` differs from `ln u(T)` by exactly
`B T0 (T - T1)² / (T (T - T0) (T1 - T0)²)`. -/
theorem log_extrapolation_sub_log_rate (c B : ℝ) {T0 T1 T : ℝ} (h0 : 0 < T0)
    (h1 : T0 < T1) (hT : T0 < T) :
    Real.log (arrheniusExtrapolation (rate c B T0) T1 T) - Real.log (rate c B T0 T)
      = B * T0 * (T - T1) ^ 2 / (T * (T - T0) * (T1 - T0) ^ 2) := by
  have n1 : T1 ≠ 0 := (h0.trans h1).ne'
  have n : T ≠ 0 := (h0.trans hT).ne'
  have d1 : T1 - T0 ≠ 0 := (sub_pos.mpr h1).ne'
  have d : T - T0 ≠ 0 := (sub_pos.mpr hT).ne'
  rw [arrheniusExtrapolation, apparentEnergy_rate c B n1 h1.ne']
  simp only [rate]
  rw [Real.log_mul (Real.exp_ne_zero _) (Real.exp_ne_zero _), Real.log_exp, Real.log_exp,
    Real.log_exp]
  field_simp
  ring
```

This is an exact identity, not the leading term of an expansion, and it holds for either sign of $B$. The proof inserts the closed form of $E(T_1)$, uses $\ln(ab) = \ln a + \ln b$ and $\ln e^y = y$, and leaves the fractions to `field_simp` and `ring`. The four facts at the top state that no denominator is zero.

In practice the formula gives the error of a constant activation energy directly. With the values used before, a tangent taken at $T_1 = 600$ K and evaluated at $400$ K is too high by

$$\frac{2000 \cdot 300 \cdot 200^2}{400 \cdot 100 \cdot 300^2} \approx 6.67$$

in the logarithm, which is a factor of nearly $800$ in the rate. A program that compares the two laws over a wide range should subtract logarithms, because the rates themselves can underflow near $T_0$.

For $B > 0$ and $T \neq T_1$ every factor in the excess is positive. The logarithm is strictly increasing on positive numbers, so

$$u(T) < A_{T_1}(T) \qquad \text{for all } T > T_0,\ T \neq T_1 .$$

```lean
/-- The Arrhenius law tangent at `T1` strictly overestimates the rate of a fragile liquid at
every other temperature above `T0`. -/
theorem rate_lt_extrapolation (c : ℝ) {B T0 T1 T : ℝ} (hB : 0 < B) (h0 : 0 < T0)
    (h1 : T0 < T1) (hT : T0 < T) (hne : T ≠ T1) :
    rate c B T0 T < arrheniusExtrapolation (rate c B T0) T1 T := by
  have p1 : 0 < T1 - T0 := sub_pos.mpr h1
  have p : 0 < T - T0 := sub_pos.mpr hT
  have q : 0 < T := h0.trans hT
  have s : 0 < (T - T1) ^ 2 := pow_pos_of_ne (sub_ne_zero.mpr hne)
  have gap : 0 < B * T0 * (T - T1) ^ 2 / (T * (T - T0) * (T1 - T0) ^ 2) := by
    positivity
  rw [← log_extrapolation_sub_log_rate c B h0 h1 hT] at gap
  have hu : 0 < rate c B T0 T := Real.exp_pos _
  have he : 0 < arrheniusExtrapolation (rate c B T0) T1 T :=
    mul_pos (Real.exp_pos _) (Real.exp_pos _)
  exact (Real.log_lt_log_iff hu he).mp (sub_pos.mp gap)
where
  pow_pos_of_ne {x : ℝ} (hx : x ≠ 0) : 0 < x ^ 2 := by positivity
```

In the proof, `gap` is the positivity of the closed expression. Rewriting with the previous identity turns it into a positive difference of logarithms, and `Real.log_lt_log_iff` carries the inequality over to the rates. The small lemma after `where` says that the square of a nonzero number is positive.

The overestimate occurs on both sides of $T_1$. This agrees with the falling apparent energy: as $1/T$ grows, the curve of $\ln u$ bends downwards, away from its tangent.

The condition $T > T_0$ matters for the sign. Take $B = T_0 = 1$, $T_1 = 2$ and $T = 1/2$. The formula for the rate then gives $\ln u(T) = c + 2$, while the tangent gives $c - 7$, so the inequality is reversed. Such a point lies outside the range in which the law describes a liquid.

For simulations of phase-change cells, the consequence within this three-parameter rate law is that a single activation energy fitted locally to the hot liquid makes the kinetic factor too fast in the colder liquid, as long as that liquid stays equilibrated. A full crystal growth velocity also contains a thermodynamic driving factor, which is not modelled here.

## Two temperatures give the geometric mean of two local energies

Let $T_1 \neq T_2$ both lie above $T_0 > 0$. The two differences in the chord slope are

$$\ln u(T_2) - \ln u(T_1) = \frac{B (T_2 - T_1)}{(T_1 - T_0)(T_2 - T_0)},
\qquad
\frac1{T_2} - \frac1{T_1} = -\frac{T_2 - T_1}{T_1 T_2} ,$$

so the factor $T_2 - T_1$ cancels and

$$E_{12} = \frac{B\,T_1 T_2}{(T_1 - T_0)(T_2 - T_0)} .$$

Squaring gives $B T_1^2/(T_1 - T_0)^2$ times $B T_2^2/(T_2 - T_0)^2$, which is

$$E_{12}^2 = E(T_1)\,E(T_2) .$$

```lean
/-- For a fragile liquid, the square of the activation energy read off from two temperatures above
`T0` is the product of the apparent activation energies at these temperatures. -/
theorem twoPointEnergy_sq (c B : ℝ) {T0 T1 T2 : ℝ} (h0 : 0 < T0)
    (h1 : T0 < T1) (h2 : T0 < T2) (hne : T1 ≠ T2) :
    twoPointEnergy (rate c B T0) T1 T2 ^ 2
      = apparentEnergy (rate c B T0) T1 * apparentEnergy (rate c B T0) T2 := by
  have n1 : T1 ≠ 0 := (h0.trans h1).ne'
  have n2 : T2 ≠ 0 := (h0.trans h2).ne'
  have d1 : T1 - T0 ≠ 0 := (sub_pos.mpr h1).ne'
  have d2 : T2 - T0 ≠ 0 := (sub_pos.mpr h2).ne'
  have hx : T2⁻¹ - T1⁻¹ ≠ 0 := sub_ne_zero.mpr fun h => hne (inv_injective h).symm
  -- the two-point energy in closed form
  have key : twoPointEnergy (rate c B T0) T1 T2
      = B * T1 * T2 / ((T1 - T0) * (T2 - T0)) := by
    simp only [twoPointEnergy, rate, Real.log_exp]
    rw [div_eq_iff hx]
    field_simp
    ring
  rw [key, apparentEnergy_rate c B n1 h1.ne', apparentEnergy_rate c B n2 h2.ne']
  field_simp

end

end FragileLiquid
```

The step `key` is the closed form of $E_{12}$. It needs `hx`, which says that distinct temperatures have distinct inverses. The theorem states the squared relation for any real $B$. When $B > 0$ the closed form is positive, and the two-point energy is the geometric mean $\sqrt{E(T_1)E(T_2)}$.

With the same illustrative liquid, rates at $600$ K and $400$ K give $E_{12} = 16000$ K, between the local values $8000$ K and $32000$ K. An activation energy obtained from two temperatures therefore describes this liquid only together with the temperatures at which it was measured.

```lean
#print axioms FragileLiquid.apparentEnergy_strictAntiOn
#print axioms FragileLiquid.apparentEnergy_tendsto
#print axioms FragileLiquid.rate_lt_extrapolation
#print axioms FragileLiquid.twoPointEnergy_sq
```

```
'FragileLiquid.apparentEnergy_strictAntiOn' depends on axioms: [propext, Classical.choice, Quot.sound]
'FragileLiquid.apparentEnergy_tendsto' depends on axioms: [propext, Classical.choice, Quot.sound]
'FragileLiquid.rate_lt_extrapolation' depends on axioms: [propext, Classical.choice, Quot.sound]
'FragileLiquid.twoPointEnergy_sq' depends on axioms: [propext, Classical.choice, Quot.sound]
```
